# Three-body zero-point energy of three equally coupled oscillators: ΔE₃/g³ → 3/16

In units with ħ = 1, three one-dimensional oscillators of unit mass and unit frequency, with a coupling energy g xᵢxⱼ for each pair of positions xᵢ and xⱼ, have squared normal-mode frequencies 1 + 2g, 1 − g, 1 − g, and a pair has 1 + g, 1 − g. Let Eₙ(g) be the zero-point energy of a cluster of n such oscillators, half the sum of its normal-mode frequencies, and define the pair and three-body increments

ΔE₂(g) = E₂(g) − 2E₁(g),

ΔE₃(g) = E₃(g) − 3E₁(g) − 3ΔE₂(g).

Then, as g tends to 0 through nonzero values of either sign,

ΔE₂(g)/g² → −1/8,  ΔE₃(g)/g³ → 3/16.

In coupled-oscillator models of dispersion the correlation energy is a shift of zero-point energy, and the second limit shows, for three identical one-dimensional oscillators with a single coupling constant, that a sum over monomers and pairs misses a term of third order in the coupling. The model has no distances, angles or dipole tensors, so the geometric factor of the triple-dipole interaction between atoms does not arise in it.

## Model and definitions

Number the oscillators i = 0, …, n − 1, with positions xᵢ and momenta pᵢ, and choose units in which the mass, the uncoupled frequency and ħ equal 1. The Hamiltonian behind the model is

H = ½ Σᵢ pᵢ² + ½ Σᵢⱼ Mᵢⱼ xᵢ xⱼ = ½ Σᵢ (pᵢ² + xᵢ²) + g Σ_{i<j} xᵢ xⱼ,

where the coupling matrix M has Mᵢᵢ = 1 and Mᵢⱼ = g for i ≠ j. In Lean it is `coupling n g`, a real matrix indexed by `Fin n`, the numbers 0 to n − 1.

```lean
import Mathlib

open Matrix Polynomial Filter Topology

namespace ManyBodyDispersion

noncomputable section

/-- Coupling matrix of `n` oscillators of unit frequency with equal mutual coupling `g`:
one on the diagonal and `g` off the diagonal. -/
def coupling (n : ℕ) (g : ℝ) : Matrix (Fin n) (Fin n) ℝ :=
  Matrix.of fun i j => if i = j then 1 else g
```

The squared normal-mode frequencies ωₖ² are the eigenvalues of M. `sqFreq M` takes them as the real roots of the characteristic polynomial χ(X) = det(X·1 − M), with 1 the identity matrix and X the polynomial variable. They are collected in a `Multiset ℝ`, an unordered list that keeps repetitions, so that a doubly degenerate mode counts twice.

```lean
/-- Squared normal-mode frequencies: the real eigenvalues of the coupling matrix counted with
multiplicity, as roots of its characteristic polynomial. -/
def sqFreq {n : ℕ} (M : Matrix (Fin n) (Fin n) ℝ) : Multiset ℝ :=
  M.charpoly.roots
```

The zero-point energy is E = ½ Σₖ √(ωₖ²). This formula is the definition of `zeroPoint`: the operator H does not occur in the code, and the step from H to independent normal modes with ground-state energies ωₖ/2 is assumed and not derived. `Real.sqrt` returns 0 on negative arguments, so at a coupling where some ωₖ² is negative the unstable mode silently contributes nothing and the number has no physical meaning; the energy identities below are used only on ranges of g where all ωₖ² are nonnegative.

```lean
/-- Zero-point energy: half the sum of the square roots of the squared frequencies. -/
def zeroPoint {n : ℕ} (M : Matrix (Fin n) (Fin n) ℝ) : ℝ :=
  ((sqFreq M).map Real.sqrt).sum / 2

/-- Zero-point energy of a cluster of `n` oscillators with mutual coupling `g`. -/
def clusterEnergy (n : ℕ) (g : ℝ) : ℝ :=
  zeroPoint (coupling n g)
```

`clusterEnergy n g` is Eₙ(g). The increments `pairIncrement g` and `threeBodyIncrement g` are ΔE₂(g) and ΔE₃(g). The factors 2, 3 and 3 count the monomers of the pair, the monomers of the trimer and the pairs of the trimer. They are written into the definitions, which is appropriate because all oscillators are identical and all pairs share the same g. Unequal frequencies, unequal couplings and the energies of clusters of four or more oscillators are not treated.

```lean
/-- Two-body increment: the pair energy minus two monomer energies. -/
def pairIncrement (g : ℝ) : ℝ :=
  clusterEnergy 2 g - 2 * clusterEnergy 1 g

/-- Three-body increment: the trimer energy minus three monomer energies and three
two-body increments. -/
def threeBodyIncrement (g : ℝ) : ℝ :=
  clusterEnergy 3 g - 3 * clusterEnergy 1 g - 3 * pairIncrement g
```

One auxiliary function carries the cubic remainder of the square root. For real x put s = √(1 + x) and

ρ(x) = (s + 3) / (8(s + 1)³).

This is `cubicRem x`.

```lean
/-- The function `(s + 3) / (8 (s + 1)³)` of `x`, where `s = √(1 + x)`. -/
def cubicRem (x : ℝ) : ℝ :=
  (Real.sqrt (1 + x) + 3) / (8 * (Real.sqrt (1 + x) + 1) ^ 3)
```

## (a) The characteristic matrix

Task. For any n and g, find the entries of X·1 − M.

Solution. On the diagonal the entry is X − Mᵢᵢ = X − 1. Off the diagonal the identity matrix contributes nothing and the entry is −Mᵢⱼ = −g.

In Lean, `charmatrix (coupling n g)` is X·1 − M as a matrix of polynomials, and `C g` is the number g regarded as a constant polynomial. The proof `charmatrix_coupling` splits on `i = j`, giving the two cases above, and `charmatrix_apply_ne` supplies the off-diagonal entry. This is the only theorem stated for general n.

```lean
/-- The characteristic matrix of the coupling matrix has `X - 1` on the diagonal and `-g`
off the diagonal. -/
theorem charmatrix_coupling (n : ℕ) (g : ℝ) (i j : Fin n) :
    charmatrix (coupling n g) i j = if i = j then X - 1 else -C g := by
  by_cases h : i = j
  · subst h
    simp [coupling]
  · rw [charmatrix_apply_ne _ _ _ h]
    simp [coupling, h]
```

## (b) One oscillator

Task. Show that a single oscillator has the squared frequency 1 for every g.

Solution. The matrix has the single entry 1 and no off-diagonal entry, so

χ(X) = X − 1,

with the root 1. Hence E₁(g) = ½, independent of g.

The proof of `sqFreq_one` sets the pattern for the next two parts. The step `h` writes χ as the product of the factors `X - C a` over a proposed multiset of numbers a, and `roots_multiset_prod_X_sub_C` states that the roots of such a product are exactly that multiset, with multiplicities.

```lean
/-- A single oscillator has squared frequency `1`. -/
theorem sqFreq_one (g : ℝ) : sqFreq (coupling 1 g) = {1} := by
  have h : (coupling 1 g).charpoly
      = (({1} : Multiset ℝ).map fun a => X - C a).prod := by
    rw [Matrix.charpoly, Matrix.det_fin_one, charmatrix_coupling]
    simp
  rw [sqFreq, h, roots_multiset_prod_X_sub_C]
```

## (c) The pair

Task. Show that two coupled oscillators have squared frequencies 1 + g and 1 − g, for every real g.

Solution. Put y = X − 1. By (a) the characteristic matrix has y on the diagonal and −g off it, so

χ(X) = y² − g² = (y − g)(y + g) = (X − (1 + g))(X − (1 − g)).

The roots are 1 + g and 1 − g, and both are nonnegative exactly when −1 ≤ g ≤ 1. At g = 0 they coincide and the multiset holds the value 1 twice.

In `sqFreq_two`, `Matrix.det_fin_two` expands the determinant, `charmatrix_coupling` fills in the entries, and `ring` confirms the factorisation as an identity of polynomials.

```lean
/-- A coupled pair has squared frequencies `1 + g` and `1 - g`. -/
theorem sqFreq_two (g : ℝ) : sqFreq (coupling 2 g) = {1 + g, 1 - g} := by
  have h : (coupling 2 g).charpoly
      = (({1 + g, 1 - g} : Multiset ℝ).map fun a => X - C a).prod := by
    rw [Matrix.charpoly, Matrix.det_fin_two]
    simp only [charmatrix_coupling, Multiset.insert_eq_cons, Multiset.map_cons,
      Multiset.map_singleton, Multiset.prod_cons, Multiset.prod_singleton]
    simp
    ring
  rw [sqFreq, h, roots_multiset_prod_X_sub_C]
```

## (d) The trimer

Task. Show that three mutually coupled oscillators have squared frequencies 1 + 2g, 1 − g, 1 − g, for every real g.

Solution. With y = X − 1 as before, the 3 × 3 determinant has six terms. The diagonal gives y³. The three transpositions each give −y(−g)² = −g²y. The two cyclic permutations each give (−g)³ = −g³. Therefore

χ(X) = y³ − 3g²y − 2g³.

Multiplying out a trial factorisation,

(y − 2g)(y + g)² = (y − 2g)(y² + 2gy + g²) = y³ − 3g²y − 2g³,

which agrees. So χ(X) = (X − (1 + 2g))(X − (1 − g))², with roots 1 + 2g, 1 − g, 1 − g. All three are nonnegative exactly when −1/2 ≤ g ≤ 1. Three real roots are found for a cubic, so taking only real roots in `sqFreq` has lost no mode.

The proof of `sqFreq_three` uses `Matrix.det_fin_three` for the six-term expansion and `ring` for the comparison with the product of linear factors.

```lean
/-- Three mutually coupled oscillators have squared frequencies `1 + 2g`, `1 - g`, `1 - g`. -/
theorem sqFreq_three (g : ℝ) : sqFreq (coupling 3 g) = {1 + 2 * g, 1 - g, 1 - g} := by
  have h : (coupling 3 g).charpoly
      = (({1 + 2 * g, 1 - g, 1 - g} : Multiset ℝ).map fun a => X - C a).prod := by
    rw [Matrix.charpoly, Matrix.det_fin_three]
    simp only [charmatrix_coupling, Multiset.insert_eq_cons, Multiset.map_cons,
      Multiset.map_singleton, Multiset.prod_cons, Multiset.prod_singleton]
    simp [two_mul]
    ring
  rw [sqFreq, h, roots_multiset_prod_X_sub_C]
```

## (e) An exact expansion of the square root

Task. For x ≥ −1 prove

√(1 + x) = 1 + x/2 − x²/8 + x³ρ(x).

Solution. Let s = √(1 + x) ≥ 0. Since 1 + x ≥ 0 we have s² = 1 + x. Put u = s − 1, so that

x = s² − 1 = (s − 1)(s + 1) = u(u + 2).

The difference between s and its quadratic approximation is

s − 1 − x/2 + x²/8 = u − u(u + 2)/2 + u²(u + 2)²/8 = −u²/2 + u²(u² + 4u + 4)/8 = u³(u + 4)/8.

In terms of s this is (s − 1)³(s + 3)/8. On the other side, s + 1 ≥ 1 is nonzero, and

x³ρ(x) = (s − 1)³(s + 1)³ (s + 3) / (8(s + 1)³) = (s − 1)³(s + 3)/8.

The two expressions agree. The identity takes the place of a Taylor expansion to third order: no remainder has to be estimated, because ρ is known in closed form.

In `sqrt_expansion` the hypothesis `hx : -1 ≤ x` is what gives s² = 1 + x, through `Real.sq_sqrt`. The inner statement `key` is the algebra for arbitrary reals s ≥ 0 and y with s² = 1 + y, where y stands for x. It substitutes y = s² − 1, clears the denominator 8(s + 1)³ with `field_simp`, which needs `hne : s + 1 ≠ 0`, and closes the polynomial identity in s with `ring`.

```lean
/-- For `x ≥ -1` the frequency `√(1 + x)` equals `1 + x/2 - x²/8` plus `x³` times
`cubicRem x`, exactly. -/
theorem sqrt_expansion {x : ℝ} (hx : -1 ≤ x) :
    Real.sqrt (1 + x) = 1 + x / 2 - x ^ 2 / 8 + x ^ 3 * cubicRem x := by
  -- with x = s² - 1 the claim is a rational identity in s
  have key : ∀ s y : ℝ, 0 ≤ s → s ^ 2 = 1 + y →
      s = 1 + y / 2 - y ^ 2 / 8 + y ^ 3 * ((s + 3) / (8 * (s + 1) ^ 3)) := by
    intro s y hs hy
    have hy' : y = s ^ 2 - 1 := by linarith
    have hne : s + 1 ≠ 0 := by positivity
    rw [hy']
    field_simp
    ring
  exact key _ x (Real.sqrt_nonneg _) (Real.sq_sqrt (by linarith))
```

## (f) Continuity of ρ and its value at zero

Task. Show that ρ is continuous and that ρ(0) = 1/16.

Solution. The map x ↦ s = √(1 + x) is continuous, hence so are the numerator s + 3 and the denominator 8(s + 1)³. Since s ≥ 0 the denominator is at least 8 and never vanishes, so the quotient is continuous. At x = 0, s = 1 and

ρ(0) = 4/(8·2³) = 1/16,

the coefficient of x³ in the binomial series of √(1 + x).

The theorem `cubicRem_continuous` is a conjunction. In its first half `h1` and `h2` give continuity of numerator and denominator, `h3` gives the nonvanishing of the denominator by `positivity`, and `h1.div h2 h3` combines them. Continuity is stated on the whole real line, though the limits below need it only at 0.

```lean
/-- The function `cubicRem` is continuous and takes the value `1/16` at zero. -/
theorem cubicRem_continuous : Continuous cubicRem ∧ cubicRem 0 = 1 / 16 := by
  constructor
  · have h1 : Continuous fun x : ℝ => Real.sqrt (1 + x) + 3 := by fun_prop
    have h2 : Continuous fun x : ℝ => 8 * (Real.sqrt (1 + x) + 1) ^ 3 := by fun_prop
    have h3 : ∀ x : ℝ, 8 * (Real.sqrt (1 + x) + 1) ^ 3 ≠ 0 := fun x => by positivity
    exact h1.div h2 h3
  · unfold cubicRem
    rw [add_zero, Real.sqrt_one]
    norm_num
```

## (g) The pair increment at weak coupling

Task. Show that ΔE₂(g)/g² → −1/8 as g → 0 with g ≠ 0.

Solution. By (b) and (c),

ΔE₂(g) = ½[√(1 + g) + √(1 − g)] − 1.

For −1 ≤ g ≤ 1, part (e) applies with x = g and with x = −g:

√(1 + g) = 1 + g/2 − g²/8 + g³ρ(g),

√(1 − g) = 1 − g/2 − g²/8 − g³ρ(−g).

Half the sum, less 1, removes the constant and linear terms:

ΔE₂(g) = −g²/8 + g³[ρ(g) − ρ(−g)]/2.

For g ≠ 0 in this range, division by g² gives ΔE₂(g)/g² = F₂(g), where

F₂(g) = −1/8 + g[ρ(g) − ρ(−g)]/2.

By (f) the function F₂ is continuous, and F₂(0) = −1/8. The quotient agrees with F₂ at every nonzero g close enough to 0, so it has the limit −1/8. The value of ρ(0) is not needed here.

In `pairIncrement_limit`, `𝓝[≠] 0` is the filter of punctured neighbourhoods of 0: g approaches 0 from both sides and never equals it. `Tendsto` from this filter to `𝓝 (-1 / 8)` is the ordinary limit statement. In the proof `hF` is the continuity of F₂, and `ht` is the limit of F₂ at 0, restricted to the punctured filter by `mono_left`. The step `ht.congr'` transfers the limit to the quotient once the two functions are shown equal near 0. `filter_upwards` provides a point g with `hg`, meaning g ≠ 0, and `hI`, meaning −1 ≤ g ≤ 1. After `eq_div_iff` multiplies through by g² and `simp only` unfolds the energies with the spectra of (b) and (c), `linear_combination` takes half of each expansion, `hp` and `hm`. The coefficients are negative because the energy stands on the right-hand side of the goal.

```lean
/-- The two-body increment divided by `g²` tends to `-1/8` as the coupling tends to zero. -/
theorem pairIncrement_limit :
    Tendsto (fun g => pairIncrement g / g ^ 2) (𝓝[≠] 0) (𝓝 (-1 / 8)) := by
  have hc := cubicRem_continuous.1
  have hF : Continuous fun g : ℝ => -1 / 8 + g * (cubicRem g - cubicRem (-g)) / 2 := by
    fun_prop
  have ht := (hF.tendsto' 0 (-1 / 8) (by simp)).mono_left
    (nhdsWithin_le_nhds (s := ({0}ᶜ : Set ℝ)))
  refine ht.congr' ?_
  filter_upwards [self_mem_nhdsWithin, mem_nhdsWithin_of_mem_nhds
    (Icc_mem_nhds (by norm_num : (-1 : ℝ) < 0) (by norm_num : (0 : ℝ) < 1))] with g hg hI
  have hg0 : g ≠ 0 := hg
  have hp := sqrt_expansion (x := g) hI.1
  have hm := sqrt_expansion (x := -g) (by linarith [hI.2])
  have e : 1 + -g = 1 - g := by ring
  rw [e] at hm
  rw [eq_div_iff (pow_ne_zero 2 hg0)]
  simp only [pairIncrement, clusterEnergy, zeroPoint, sqFreq_one, sqFreq_two,
    Multiset.insert_eq_cons, Multiset.map_cons, Multiset.map_singleton, Multiset.sum_cons,
    Multiset.sum_singleton, Real.sqrt_one]
  linear_combination (-1 / 2) * hp - (1 / 2) * hm
```

## (h) The three-body increment in closed form

Task. For −1/2 ≤ g ≤ 1 show that

ΔE₃(g) = g³[8ρ(2g) + ρ(−g) − 3ρ(g)]/2.

Solution. By (b), (c) and (d),

E₃(g) = ½√(1 + 2g) + √(1 − g),

3E₁(g) = 3/2,

3ΔE₂(g) = (3/2)√(1 + g) + (3/2)√(1 − g) − 3.

Subtracting the last two lines from the first,

ΔE₃(g) = ½√(1 + 2g) − ½√(1 − g) − (3/2)√(1 + g) + 3/2.

On the stated range 2g ≥ −1, −g ≥ −1 and g ≥ −1, so (e) applies to all three roots. For the first,

√(1 + 2g) = 1 + g − g²/2 + 8g³ρ(2g),

and the other two were written out in (g). Collecting the polynomial terms by power of g,

constant: ½ − ½ − 3/2 + 3/2 = 0,

g: ½ + ¼ − ¾ = 0,

g²: −¼ + 1/16 + 3/16 = 0.

What remains is 4g³ρ(2g) + ½g³ρ(−g) − (3/2)g³ρ(g), which is the claim. The plus sign of the middle term comes from −½ times (−g)³.

In `threeBodyIncrement_eq` the hypotheses `h1` and `h2` are the two ends of the range found in (d), endpoints included. The expansions at 2g, g and −g are `hd`, `hp` and `hm`. The final `linear_combination` weights them by ½, −3/2 and −½, the coefficients of the three roots in ΔE₃, and its closing ring check contains the three cancellations above. The statement is an equality at finite coupling, with no smallness assumption on g beyond the range.

```lean
/-- For `-1/2 ≤ g ≤ 1` the three-body increment equals
`g³ (8 ρ(2g) + ρ(-g) - 3 ρ(g)) / 2` with `ρ = cubicRem`. -/
theorem threeBodyIncrement_eq {g : ℝ} (h1 : -1 / 2 ≤ g) (h2 : g ≤ 1) :
    threeBodyIncrement g
      = g ^ 3 * ((8 * cubicRem (2 * g) + cubicRem (-g) - 3 * cubicRem g) / 2) := by
  have hd := sqrt_expansion (x := 2 * g) (by linarith)
  have hp := sqrt_expansion (x := g) (by linarith)
  have hm := sqrt_expansion (x := -g) (by linarith)
  have e : 1 + -g = 1 - g := by ring
  rw [e] at hm
  simp only [threeBodyIncrement, pairIncrement, clusterEnergy, zeroPoint, sqFreq_one,
    sqFreq_two, sqFreq_three, Multiset.insert_eq_cons, Multiset.map_cons,
    Multiset.map_singleton, Multiset.sum_cons, Multiset.sum_singleton, Real.sqrt_one]
  -- the constant, linear and quadratic terms cancel between trimer, pairs and monomers
  linear_combination (1 / 2) * hd - (1 / 2) * hm - (3 / 2) * hp
```

## (i) The three-body increment at weak coupling

Task. Show that ΔE₃(g)/g³ → 3/16 as g → 0 with g ≠ 0.

Solution. Define

F₃(g) = [8ρ(2g) + ρ(−g) − 3ρ(g)]/2.

By (f) it is continuous, and

F₃(0) = (8 + 1 − 3)ρ(0)/2 = 6/32 = 3/16.

The interval −1/2 ≤ g ≤ 1 contains 0 in its interior, so by (h) the equality ΔE₃(g)/g³ = F₃(g) holds at every nonzero g close enough to 0. The limit of the quotient is therefore F₃(0) = 3/16.

The theorem `threeBodyIncrement_limit` states this two-sided limit with the same punctured filter as in (g). It fixes the leading term of ΔE₃ and gives no rate of convergence; information at finite g is in (h). In the proof `hc` and `h0` are the two halves of (f), `hF` is the continuity of F₃, and `ht` evaluates F₃(0) using `h0`. `Icc_mem_nhds` expresses that the closed interval from −1/2 to 1 is a neighbourhood of 0, so that `hI.1` and `hI.2` are the two hypotheses of `threeBodyIncrement_eq`. After multiplication by g³ with `eq_div_iff`, both sides are the product of g³ and F₃(g) in opposite order, which `ring` identifies.

```lean
/-- The three-body increment divided by `g³` tends to `3/16` as the coupling tends to zero. -/
theorem threeBodyIncrement_limit :
    Tendsto (fun g => threeBodyIncrement g / g ^ 3) (𝓝[≠] 0) (𝓝 (3 / 16)) := by
  obtain ⟨hc, h0⟩ := cubicRem_continuous
  have hF : Continuous fun g : ℝ =>
      (8 * cubicRem (2 * g) + cubicRem (-g) - 3 * cubicRem g) / 2 := by
    fun_prop
  -- the cubic coefficient at zero coupling is (8 + 1 - 3) / 32
  have ht := (hF.tendsto' 0 (3 / 16)
    (by simp only [mul_zero, neg_zero, h0]; norm_num)).mono_left
    (nhdsWithin_le_nhds (s := ({0}ᶜ : Set ℝ)))
  refine ht.congr' ?_
  -- near zero the coupling lies in the range where the exact formula holds
  filter_upwards [self_mem_nhdsWithin, mem_nhdsWithin_of_mem_nhds
    (Icc_mem_nhds (by norm_num : (-1 / 2 : ℝ) < 0) (by norm_num : (0 : ℝ) < 1))] with g hg hI
  have hg0 : g ≠ 0 := hg
  rw [eq_div_iff (pow_ne_zero 3 hg0), threeBodyIncrement_eq hI.1 hI.2]
  ring

end

end ManyBodyDispersion
```

```lean
#print axioms ManyBodyDispersion.pairIncrement_limit
-- 'ManyBodyDispersion.pairIncrement_limit' depends on axioms: [propext, Classical.choice, Quot.sound]
#print axioms ManyBodyDispersion.threeBodyIncrement_limit
-- 'ManyBodyDispersion.threeBodyIncrement_limit' depends on axioms: [propext, Classical.choice, Quot.sound]
```
